# Grand potentials add under infimal convolution when both conjugates are finite at a common p

Let f and g be real functions on ℝⁿ whose Legendre conjugates f\* and g\* are both finite at the same p. Then their infimal convolution h, the infimum of the total energy over all ways of sharing x between two subsystems, is finite everywhere, and

h(x) = inf over y of [f(y) + g(x − y)],
h\*(p) = f\*(p) + g\*(p).

Neither convexity nor continuity is needed. In a model of non-interacting fragments whose energies are defined for all real particle numbers, negative ones included, the grand potential, taken as the infimum over particle numbers N of f(N) − μ·N, can then be computed fragment by fragment at a common chemical potential μ.

## States, energies and conjugates

A state is a vector `ι → ℝ` of extensive quantities, with one component for each element of the finite type `ι`. The functions f and g are energies, or free energies at fixed temperature. They take real values on all of ℝⁿ, negative amounts included, so a constraint such as N ≥ 0, imposed by infinite energy, is not covered. The total energy f(y) + g(x − y) has no interaction term.

```lean
import Mathlib

open Matrix

namespace LegendreInfimalConvolution

noncomputable section

variable {ι : Type*} [Fintype ι] {f g : (ι → ℝ) → ℝ} {p : ι → ℝ}
```

The conjugate carries the sign convention of a maximum:

f\*(p) = sup over x of [p·x − f(x)].

```lean
/-- The Legendre conjugate `f*(p)`, the supremum of `p · x - f x` over all `x`. -/
def conjugate (f : (ι → ℝ) → ℝ) (p : ι → ℝ) : ℝ := ⨆ x, (p ⬝ᵥ x - f x)
```

Lean assigns a real number even to an unbounded supremum, so finiteness is stated separately, as boundedness above.

```lean
/-- The conjugate of `f` is finite at `p`: the values `p · x - f x` are bounded above. -/
def FiniteAt (f : (ι → ℝ) → ℝ) (p : ι → ℝ) : Prop :=
  BddAbove (Set.range fun x => p ⬝ᵥ x - f x)
```

The infimal convolution lets y range over all states of the first subsystem; the second receives x − y. For free energies, the infimum over splits describes the combined system when fluctuations of the split are neglected, as in the thermodynamic limit.

```lean
/-- The infimal convolution: the infimum of the total energy over all ways of sharing the
extensive quantities `x` between two subsystems. -/
def infConv (f g : (ι → ℝ) → ℝ) (x : ι → ℝ) : ℝ := ⨅ y, (f y + g (x - y))
```

It is finite at x when the energies of the splits are bounded below.

```lean
/-- The energies of all splits of `x` are bounded below, so the infimal convolution is finite
at `x`. -/
def SplitBounded (f g : (ι → ℝ) → ℝ) (x : ι → ℝ) : Prop :=
  BddBelow (Set.range fun y => f y + g (x - y))
```

When the components of the state are particle numbers N, the vector p is the vector μ of chemical potentials. The grand potential is taken here in the thermodynamic sense, as a Legendre transform. If f is a ground-state energy, it is the zero-temperature grand potential. If f is the canonical free energy of a finite system at temperature T > 0, it differs in general from −kT ln Ξ, where k is Boltzmann's constant and the grand partition function Ξ sums over N instead of minimising. The definition is

Ω_f(μ) = inf over N of [f(N) − μ·N].

```lean
/-- The grand potential at chemical potentials `μ`, the infimum of `f N - μ · N`. -/
def grandPotential (f : (ι → ℝ) → ℝ) (μ : ι → ℝ) : ℝ := ⨅ N, (f N - μ ⬝ᵥ N)
```

Equilibrium with a reservoir at p means that x is a global maximiser of p·x − f(x). A finite conjugate does not by itself supply such an x.

```lean
/-- The state `x` is in equilibrium with a reservoir at `p`: it maximises `p · x - f x`. -/
def IsEquilibrium (f : (ι → ℝ) → ℝ) (p x : ι → ℝ) : Prop :=
  ∀ x', p ⬝ᵥ x' - f x' ≤ p ⬝ᵥ x - f x
```

## Two inequalities

Each value is at most the supremum, which gives the Fenchel–Young inequality:

p·x − f(x) ≤ f\*(p).

```lean
/-- The Fenchel–Young inequality: `p · x - f x` never exceeds a finite conjugate. -/
theorem fenchel_young (hf : FiniteAt f p) (x : ι → ℝ) :
    p ⬝ᵥ x - f x ≤ conjugate f p :=
  le_ciSup hf x
```

Splitting y + z into y and z is one admissible choice, so

h(y + z) ≤ f(y) + g(z).

```lean
omit [Fintype ι] in
/-- If the energies of the splits of `y + z` are bounded below, the infimal convolution at `y + z`
is at most the energy of the split into `y` and `z`. -/
theorem infConv_le {y z : ι → ℝ} (hb : SplitBounded f g (y + z)) :
    infConv f g (y + z) ≤ f y + g z := by
  have h := ciInf_le hb y
  simp only [add_sub_cancel_left] at h
  exact h
```

## The conjugates add

Apply Fenchel–Young to f at y and to g at x − y, and add:

f(y) + g(x − y) ≥ p·x − f\*(p) − g\*(p).

The right side does not depend on y. Hence h(x) is finite and obeys the same bound, which rearranges to p·x − h(x) ≤ f\*(p) + g\*(p). Taking the supremum over x gives h\*(p) ≤ f\*(p) + g\*(p).

For the reverse inequality, test h at y + z:

[p·y − f(y)] + [p·z − g(z)] ≤ p·(y + z) − h(y + z) ≤ h\*(p).

The supremum over z, then over y, gives f\*(p) + g\*(p) ≤ h\*(p). In the proof, `key` is the lower bound on splits and `pair` is the test at y + z; `ciSup_le` takes the two suprema.

```lean
/-- If both conjugates are finite at a common `p`, the infimal convolution is finite everywhere,
its conjugate is finite at `p`, and that conjugate is the sum of the two conjugates. -/
theorem conjugate_infConv (hf : FiniteAt f p) (hg : FiniteAt g p) :
    (∀ x, SplitBounded f g x) ∧ FiniteAt (infConv f g) p ∧
      conjugate (infConv f g) p = conjugate f p + conjugate g p := by
  -- Fenchel–Young for both parts bounds the energy of every split
  have key : ∀ x y, p ⬝ᵥ x - conjugate f p - conjugate g p ≤ f y + g (x - y) := by
    intro x y
    have h1 := fenchel_young hf y
    have h2 := fenchel_young hg (x - y)
    rw [dotProduct_sub] at h2
    linarith
  have hb : ∀ x, SplitBounded f g x := by
    intro x
    refine ⟨p ⬝ᵥ x - conjugate f p - conjugate g p, ?_⟩
    rintro _ ⟨y, rfl⟩
    exact key x y
  have upper : ∀ x, p ⬝ᵥ x - infConv f g x ≤ conjugate f p + conjugate g p := by
    intro x
    have h : p ⬝ᵥ x - conjugate f p - conjugate g p ≤ infConv f g x := le_ciInf (key x)
    linarith
  have hh : FiniteAt (infConv f g) p := by
    refine ⟨conjugate f p + conjugate g p, ?_⟩
    rintro _ ⟨x, rfl⟩
    exact upper x
  refine ⟨hb, hh, le_antisymm (ciSup_le upper) ?_⟩
  -- independent choices of the two states are tested at their sum
  have pair : ∀ y z, (p ⬝ᵥ y - f y) + (p ⬝ᵥ z - g z) ≤ conjugate (infConv f g) p := by
    intro y z
    have h1 := fenchel_young hh (y + z)
    have h2 := infConv_le (hb (y + z))
    rw [dotProduct_add] at h1
    linarith
  have hfle : conjugate f p ≤ conjugate (infConv f g) p - conjugate g p := by
    refine ciSup_le fun y => ?_
    have hgle : conjugate g p ≤ conjugate (infConv f g) p - (p ⬝ᵥ y - f y) :=
      ciSup_le fun z => by linarith [pair y z]
    linarith
  linarith
```

## From conjugates to grand potentials

Changing the sign turns the supremum into an infimum:

Ω_f(p) = inf over N of [f(N) − p·N] = −f\*(p).

```lean
/-- Where the conjugate is finite, the grand potential is minus the conjugate. -/
theorem grandPotential_eq_neg (hf : FiniteAt f p) :
    grandPotential f p = -conjugate f p := by
  have low : ∀ N, -conjugate f p ≤ f N - p ⬝ᵥ N := fun N => by
    linarith [fenchel_young hf N]
  have hb : BddBelow (Set.range fun N => f N - p ⬝ᵥ N) := by
    refine ⟨-conjugate f p, ?_⟩
    rintro _ ⟨N, rfl⟩
    exact low N
  refine le_antisymm ?_ (le_ciInf low)
  have h : conjugate f p ≤ -grandPotential f p := by
    refine ciSup_le fun N => ?_
    have h1 : grandPotential f p ≤ f N - p ⬝ᵥ N := ciInf_le hb N
    linarith
  linarith
```

Substituting this for f, g and h gives

Ω_h(p) = −h\*(p) = −f\*(p) − g\*(p) = Ω_f(p) + Ω_g(p).

```lean
/-- If both conjugates are finite at a common `p`, the grand potential of two subsystems exchanging
extensive quantities, with no interaction energy, is the sum of their grand potentials at the common
chemical potentials. -/
theorem grandPotential_infConv (hf : FiniteAt f p) (hg : FiniteAt g p) :
    grandPotential (infConv f g) p = grandPotential f p + grandPotential g p := by
  obtain ⟨-, hh, h⟩ := conjugate_infConv hf hg
  rw [grandPotential_eq_neg hh, grandPotential_eq_neg hf, grandPotential_eq_neg hg, h]
  ring
```

## Finiteness passes back to the parts

Suppose instead that h is finite everywhere and h\* is finite at p. The test at y + z still holds, and z = 0 gives

p·y − f(y) ≤ h\*(p) + g(0),

a bound independent of y. Setting y = 0 bounds the other part.

```lean
/-- Conversely, if the infimal convolution is finite everywhere and its conjugate is finite at
`p`, then both subsystems have finite conjugates at `p`. -/
theorem finiteAt_of_infConv (hb : ∀ x, SplitBounded f g x)
    (hh : FiniteAt (infConv f g) p) : FiniteAt f p ∧ FiniteAt g p := by
  have pair : ∀ y z, (p ⬝ᵥ y - f y) + (p ⬝ᵥ z - g z) ≤ conjugate (infConv f g) p := by
    intro y z
    have h1 := fenchel_young hh (y + z)
    have h2 := infConv_le (hb (y + z))
    rw [dotProduct_add] at h1
    linarith
  constructor
  · refine ⟨conjugate (infConv f g) p - (p ⬝ᵥ 0 - g 0), ?_⟩
    rintro _ ⟨y, rfl⟩
    exact le_sub_iff_add_le.mpr (pair y 0)
  · refine ⟨conjugate (infConv f g) p - (p ⬝ᵥ 0 - f 0), ?_⟩
    rintro _ ⟨z, rfl⟩
    exact le_sub_iff_add_le'.mpr (pair 0 z)
```

## Equilibrium of the parts and of the whole

Assume throughout this section that h is finite everywhere. Let y and z be equilibria of f and g at p. For every x and y′, adding the two maximum conditions gives

f(y′) + g(x − y′) ≥ p·x − [p·y − f(y)] − [p·z − g(z)].

So h(x) has this lower bound too. At x = y + z it reads h(y + z) ≥ f(y) + g(z), hence equality; for general x it then says that y + z is an equilibrium of h.

Conversely, if y + z is an equilibrium of h and the split is optimal, then for any y′

p·(y′ + z) − f(y′) − g(z) ≤ p·(y′ + z) − h(y′ + z) ≤ p·(y + z) − f(y) − g(z).

Cancelling p·z − g(z) leaves the equilibrium condition for y. Varying z′ gives the one for z.

```lean
/-- If the infimal convolution is finite everywhere, then two subsystems are in equilibrium at the
same `p` exactly when the combined system is in equilibrium at `p` and the split between them
attains the infimal convolution. -/
theorem equilibrium_iff (hb : ∀ x, SplitBounded f g x) (y z : ι → ℝ) :
    (IsEquilibrium f p y ∧ IsEquilibrium g p z) ↔
      (IsEquilibrium (infConv f g) p (y + z) ∧ infConv f g (y + z) = f y + g z) := by
  constructor
  · rintro ⟨hy, hz⟩
    have low : ∀ x, p ⬝ᵥ x - (p ⬝ᵥ y - f y) - (p ⬝ᵥ z - g z) ≤ infConv f g x := by
      intro x
      refine le_ciInf fun y' => ?_
      have h1 := hy y'
      have h2 := hz (x - y')
      rw [dotProduct_sub] at h2
      linarith
    have heq : infConv f g (y + z) = f y + g z := by
      refine le_antisymm (infConv_le (hb _)) ?_
      have h := low (y + z)
      rw [dotProduct_add] at h
      linarith
    refine ⟨fun x => ?_, heq⟩
    rw [heq, dotProduct_add]
    linarith [low x]
  · rintro ⟨hx, heq⟩
    -- vary one subsystem while the other is held fixed
    constructor
    · intro y'
      have h1 := hx (y' + z)
      have h2 := infConv_le (hb (y' + z))
      rw [heq, dotProduct_add, dotProduct_add] at h1
      linarith
    · intro z'
      have h1 := hx (y + z')
      have h2 := infConv_le (hb (y + z'))
      rw [heq, dotProduct_add, dotProduct_add] at h1
      linarith
```

## Linear energies with different slopes

Take f(y) = a·y and g(y) = b·y with a ≠ b. Each conjugate is finite only at its own slope, so there is no common p. Transferring y = t(a − b) gives

a·y + b·(x − y) = b·x + t |a − b|².

For any proposed lower bound B, some t makes this equal to B − 1.

```lean
/-- For linear energies with different slopes `a` and `b`, the energy of the splits of any `x`
is unbounded below. -/
theorem linear_not_splitBounded {a b : ι → ℝ} (hab : a ≠ b) (x : ι → ℝ) :
    ¬ SplitBounded (fun y => a ⬝ᵥ y) (fun y => b ⬝ᵥ y) x := by
  rintro ⟨B, hB⟩
  have hs : (a - b) ⬝ᵥ (a - b) ≠ 0 := fun h =>
    hab (sub_eq_zero.mp (dotProduct_self_eq_zero.mp h))
  -- transfer along the difference of slopes until the energy is B - 1
  let t : ℝ := (B - 1 - b ⬝ᵥ x) / ((a - b) ⬝ᵥ (a - b))
  have h : B ≤ a ⬝ᵥ (t • (a - b)) + b ⬝ᵥ (x - t • (a - b)) := hB ⟨t • (a - b), rfl⟩
  have e : a ⬝ᵥ (t • (a - b)) + b ⬝ᵥ (x - t • (a - b))
      = b ⬝ᵥ x + (a - b) ⬝ᵥ (t • (a - b)) := by
    rw [dotProduct_sub b, sub_dotProduct]
    ring
  have ht : t * ((a - b) ⬝ᵥ (a - b)) = B - 1 - b ⬝ᵥ x := div_mul_cancel₀ _ hs
  rw [e, dotProduct_smul, smul_eq_mul, ht] at h
  linarith
```

## Quadratic energies

For stiffnesses a, b > 0, completing the square gives

(a/2)|y|² + (b/2)|x − y|² = ab/(2(a + b)) |x|² + |(a + b)y − bx|² / (2(a + b)).

The last term is non-negative and vanishes at y = bx/(a + b). The combined stiffness is therefore ab/(a + b), as for two springs in series.

```lean
/-- Quadratic energies with positive stiffnesses `a` and `b` combine to a quadratic energy with
stiffness `a b / (a + b)`. -/
theorem infConv_quadratic {a b : ℝ} (ha : 0 < a) (hb : 0 < b) (x : ι → ℝ) :
    infConv (fun y => a / 2 * (y ⬝ᵥ y)) (fun y => b / 2 * (y ⬝ᵥ y)) x
      = a * b / (a + b) / 2 * (x ⬝ᵥ x) := by
  have hab : a + b ≠ 0 := (add_pos ha hb).ne'
  -- completing the square in the transferred amount
  have sq : ∀ y : ι → ℝ, a / 2 * (y ⬝ᵥ y) + b / 2 * ((x - y) ⬝ᵥ (x - y))
      = a * b / (a + b) / 2 * (x ⬝ᵥ x)
        + ((a + b) • y - b • x) ⬝ᵥ ((a + b) • y - b • x) / (2 * (a + b)) := by
    intro y
    simp only [dotProduct_sub, sub_dotProduct, dotProduct_smul, smul_dotProduct, smul_eq_mul]
    rw [dotProduct_comm y x]
    field_simp
    ring
  have low : ∀ y : ι → ℝ, a * b / (a + b) / 2 * (x ⬝ᵥ x)
      ≤ a / 2 * (y ⬝ᵥ y) + b / 2 * ((x - y) ⬝ᵥ (x - y)) := by
    intro y
    rw [sq y]
    have h : 0 ≤ ((a + b) • y - b • x) ⬝ᵥ ((a + b) • y - b • x) :=
      Finset.sum_nonneg fun i _ => mul_self_nonneg _
    exact le_add_of_nonneg_right (div_nonneg h (by linarith))
  have hbd : SplitBounded (fun y => a / 2 * (y ⬝ᵥ y)) (fun y => b / 2 * (y ⬝ᵥ y)) x := by
    refine ⟨a * b / (a + b) / 2 * (x ⬝ᵥ x), ?_⟩
    rintro _ ⟨y, rfl⟩
    exact low y
  refine le_antisymm ?_ (le_ciInf low)
  refine (ciInf_le hbd ((b / (a + b)) • x)).trans (le_of_eq ?_)
  have hc : (a + b) * (b / (a + b)) = b := mul_div_cancel₀ b hab
  have h := sq ((b / (a + b)) • x)
  rw [smul_smul, hc, sub_self, dotProduct_zero, zero_div, add_zero] at h
  exact h

end

end LegendreInfimalConvolution
```

```lean
#print axioms LegendreInfimalConvolution.grandPotential_infConv
#print axioms LegendreInfimalConvolution.equilibrium_iff
#print axioms LegendreInfimalConvolution.linear_not_splitBounded
#print axioms LegendreInfimalConvolution.infConv_quadratic
```

```
'LegendreInfimalConvolution.grandPotential_infConv' depends on axioms: [propext, Classical.choice, Quot.sound]
'LegendreInfimalConvolution.equilibrium_iff' depends on axioms: [propext, Classical.choice, Quot.sound]
'LegendreInfimalConvolution.linear_not_splitBounded' depends on axioms: [propext, Classical.choice, Quot.sound]
'LegendreInfimalConvolution.infConv_quadratic' depends on axioms: [propext, Classical.choice, Quot.sound]
```
